# On a finite configuration space, the ground energy of a nonzero sign-character sector is attained

Take real wavefunctions `ψ` on a finite set of configurations on which a group acts, and the sector where moving a configuration by a group element multiplies the amplitude by a given character with values ±1. The theorem `groundEnergy_isLeast` says that, if this sector contains a nonzero state, the infimum of `ψ ⬝ᵥ (H *ᵥ ψ)` over its normalised states is the energy of one of them. Here `H` is any real matrix on the configurations; neither symmetry of `H` nor its invariance under the group is assumed. The proof shows that the set of normalised sector states is closed and lies in a compact cube, hence is compact, and that the energy is continuous. Rescaling the given nonzero state shows that the set is not empty, so the least energy exists.

The failing Lean file:

```lean
import Mathlib

open Matrix

namespace GroundEnergyIsLeast

noncomputable section

variable {G X : Type*} [Group G] [Fintype X] [MulAction G X]

/-- A wavefunction lies in the sector of the sign character `χ` if moving the configuration
by `g` multiplies the amplitude by `χ g`; the trivial character gives the bosonic sector. -/
def InSector (χ : G →* ℤˣ) (ψ : X → ℝ) : Prop :=
  ∀ g x, ψ (g • x) = ((χ g : ℤ) : ℝ) * ψ x

/-- The quadratic form `ψ · H ψ`, the energy expectation value of a normalized real state. -/
def energy (H : Matrix X X ℝ) (ψ : X → ℝ) : ℝ := ψ ⬝ᵥ (H *ᵥ ψ)

/-- The infimum of the energy over normalized states of the `χ`-sector, for a sector that
contains a nonzero state. -/
def groundEnergy (H : Matrix X X ℝ) (χ : G →* ℤˣ) : ℝ :=
  sInf (energy H '' {ψ | InSector χ ψ ∧ ψ ⬝ᵥ ψ = 1})

/-- A nonzero real wavefunction has positive squared norm. -/
theorem normSq_pos {ψ : X → ℝ} (h : ψ ≠ 0) : 0 < ψ ⬝ᵥ ψ := by
  obtain ⟨x, hx⟩ := Function.ne_iff.mp h
  exact Finset.sum_pos' (fun i _ => mul_self_nonneg (ψ i))
    ⟨x, Finset.mem_univ x, mul_self_pos.2 hx⟩

/-- In a sector with a nonzero state, the ground energy is attained by a normalized state. -/
theorem groundEnergy_isLeast (H : Matrix X X ℝ) {χ : G →* ℤˣ}
    (hχ : ∃ ψ : X → ℝ, ψ ≠ 0 ∧ InSector χ ψ) :
    IsLeast (energy H '' {ψ | InSector χ ψ ∧ ψ ⬝ᵥ ψ = 1}) (groundEnergy H χ) := by
  have hclosed : IsClosed {ψ : X → ℝ | InSector χ ψ ∧ ψ ⬝ᵥ ψ = 1} := by
    apply IsClosed.and
      · simp only [InSector, Set.ofPred_forall]
      exact isClosed_iInter fun g => isClosed_iInter fun x =>
        isClosed_eq (by fun_prop) (by fun_prop)
    · simp only [dotProduct]
      exact isClosed_eq (by fun_prop) (by fun_prop)
  -- normalized states have amplitudes between -1 and 1
  have hcompact : IsCompact {ψ : X → ℝ | InSector χ ψ ∧ ψ ⬝ᵥ ψ = 1} := by
    refine (isCompact_univ_pi fun _ : X => isCompact_Icc (a := (-1 : ℝ)) (b := 1)).of_isClosed_subset
      hclosed ?_
    rintro ψ ⟨-, hn⟩ x -
    have h : ψ x * ψ x ≤ ψ ⬝ᵥ ψ :=
      Finset.single_le_sum (f := fun i => ψ i * ψ i) (fun i _ => mul_self_nonneg (ψ i))
        (Finset.mem_univ x)
    rw [hn] at h
    constructor <;> nlinarith
  have hcont : Continuous (energy H) := by
    unfold energy
    simp only [dotProduct, Matrix.mulVec]
    fun_prop
  refine (hcompact.image hcont).isLeast_sInf (Set.Nonempty.image _ ?_)
  obtain ⟨ψ, h0, hψ⟩ := hχ
  have hs := normSq_pos h0
  refine ⟨(√(ψ ⬝ᵥ ψ))⁻¹ • ψ, fun g x => ?_, ?_⟩
  · simp only [Pi.smul_apply, smul_eq_mul]
    rw [hψ g x]
    ring
  · rw [smul_dotProduct, dotProduct_smul, smul_eq_mul, smul_eq_mul, ← mul_assoc, ← mul_inv,
      Real.mul_self_sqrt hs.le, inv_mul_cancel₀ hs.ne']

end

end GroundEnergyIsLeast
```

Lean reports:

```
Main.lean:36:6: error: invalid occurrence of `·` notation, it must be surrounded by parentheses (e.g. `(· + 1)`)
Main.lean:36:8: error(lean.unknownIdentifier): Unknown identifier `simp`
Main.lean:39:4: error: No goals to be solved
```

Cause. The fault is one of indentation. The first `·` after `apply IsClosed.and` stands two columns further in than the `apply`, so Lean reads it as a continuation of the term `IsClosed.and`, not as the start of a new tactic step. The rest of that line and the `exact` below it are read as further arguments of the same term.

Inside a term, `·` is the placeholder for a function's argument and needs enclosing parentheses, which is the first message. The word `simp` is likewise read as the name of a term, and no such name is known: the second message. Having reported these errors, Lean carries on with an error placeholder in place of what it could not elaborate, and `apply` closes the goal with the result. No goal is left for the second bullet, which is correctly indented: the third message.

The diff moves the first `·` back to the column of `apply`. The term now ends at `IsClosed.and`, and `apply` leaves two closedness goals. The first bullet proves one of them, with `simp only` and `exact` as its steps, and the second bullet receives the other. The mathematics is unchanged.

The change, after which it compiles:

```diff
@@ -34,5 +34,5 @@
   have hclosed : IsClosed {ψ : X → ℝ | InSector χ ψ ∧ ψ ⬝ᵥ ψ = 1} := by
     apply IsClosed.and
-      · simp only [InSector, Set.ofPred_forall]
+    · simp only [InSector, Set.ofPred_forall]
       exact isClosed_iInter fun g => isClosed_iInter fun x =>
         isClosed_eq (by fun_prop) (by fun_prop)
```
